# Kleinman–Bylander projectors act exactly as \(V\) on \(V\)-orthogonal references with nonzero \(\langle\varphi_a,V\varphi_a\rangle\)

When a plane-wave or grid code applies a nonlocal pseudopotential to a two-component spinor, it can take one inner product per projector and add up the stored projector vectors with the resulting coefficients. This replaces the original operator \(V\) by a separable operator \(W\). The replacement is exact on the reference spinors from which the projectors were built, provided that these satisfy two conditions.

Let \(V\) be a Hermitian matrix on \(\mathbb C^n\), and let \(\varphi_a\) be finitely many reference vectors, with \(a\) standing for a channel \((l,j,m)\). Write \(\langle x,Vy\rangle=x^\dagger Vy\) and define

\[
W=\sum_a \frac{V\varphi_a\,\varphi_a^\dagger V}{\langle\varphi_a,V\varphi_a\rangle}.
\]

Assume \(\langle\varphi_a,V\varphi_b\rangle=0\) for \(a\ne b\), and \(\langle\varphi_a,V\varphi_a\rangle\neq0\). Then \(W\) is Hermitian, \(W\varphi_a=V\varphi_a\), and

\[
\langle\chi,(V-W)\psi\rangle=\langle e,(V-W)d\rangle
\]

whenever \(\chi-e\) and \(\psi-d\) lie in the span of the references. Setting \(\chi=\psi\) and \(e=d\), with \(\psi\) normalised, gives the error in the expectation value of \(V\); the remainder \(d\) need not be normalised.

## What the projector loop relies on

Here \(V\) is the part of a single atom's pseudopotential left after a local potential has been subtracted, and the references belong to that atom. A code stores \(\beta_a=V\varphi_a\) and \(D_a=1/\langle\varphi_a,V\varphi_a\rangle\), and evaluates \(Wx=\sum_a\beta_a D_a\langle\beta_a,x\rangle\). If the two conditions hold for the discretised \(V\) and references, \(W\varphi_b\) agrees with \(V\varphi_b\) up to rounding for every reference. A larger mismatch can come from an error in the loop or the stored data, from values \(D_a\) computed with a different discretisation than the inner products, or from discretised references that are not exactly \(V\)-orthogonal, as can happen on a grid that breaks rotational symmetry.

Orthogonality between different channels reflects rotational symmetry: a \(V\) that is diagonal in \((l,j,m)\) does not couple them. The nonzero diagonal element says that the nonlocal correction has a nonvanishing mean in the reference state; if that mean is close to zero, \(D_a\) becomes large.

In electronic-structure terms, within a fixed finite basis, the error of the separable form comes only from the components of the states that the references do not describe.

## From one surviving channel to all matrix elements

**Hermiticity.** Since \(V^\dagger=V\), we have \(\varphi_a^\dagger V=(V\varphi_a)^\dagger\), and \(\langle\varphi_a,V\varphi_a\rangle\) is real. Each term of \(W\) is therefore a real multiple of \(\beta_a\beta_a^\dagger\).

**Action on the references.** For any \(x\),

\[
Wx=\sum_a\frac{\langle\varphi_a,Vx\rangle}{\langle\varphi_a,V\varphi_a\rangle}\,V\varphi_a .
\]

With \(x=\varphi_b\), every term with \(a\neq b\) vanishes and the term \(a=b\) has coefficient 1, so \(W\varphi_b=V\varphi_b\). By linearity, \(V-W\) annihilates the whole span.

**Matrix elements.** Since \((V-W)(\psi-d)=0\), \(\psi\) may be replaced by \(d\) on the right. Since \(V-W\) is Hermitian,

\[
\langle\chi-e,(V-W)d\rangle=\overline{\langle d,(V-W)(\chi-e)\rangle}=0,
\]

so \(\chi\) may be replaced by \(e\) on the left.

**Converse.** Suppose that the vectors \(V\varphi_c\) are linearly independent, the diagonal elements are nonzero, and \(W\varphi_b=V\varphi_b\) for all \(b\). Then

\[
\sum_c\left(\frac{\langle\varphi_c,V\varphi_b\rangle}{\langle\varphi_c,V\varphi_c\rangle}-\delta_{cb}\right)V\varphi_c=0 .
\]

Every coefficient is zero, which gives \(\langle\varphi_a,V\varphi_b\rangle=0\) for \(a\neq b\).

**Complete references.** If \(V\)-orthogonal references with nonzero diagonal elements span the space, \(V-W\) annihilates every vector, so \(W=V\).

## A spin-orbit matrix with two reference spinors

Take \(L\cdot\sigma\), with \(\hbar=1\), in the basis \(p_x\) up, \(p_y\) up, \(p_z\) down:

\[
V=\begin{pmatrix}0&-i&1\\ i&0&-i\\ 1&i&0\end{pmatrix},\quad
\varphi_0=\begin{pmatrix}1\\ i\\ 0\end{pmatrix},\quad
\varphi_1=\begin{pmatrix}1\\ -i\\ -1\end{pmatrix}.
\]

Multiplication gives \(V\varphi_0=\varphi_0\) and \(V\varphi_1=-2\varphi_1\). The diagonal elements are \(2\) and \(-6\); for normalised spinors they are \(1\) and \(-2\). Hence \(W=\tfrac12\varphi_0\varphi_0^\dagger-\tfrac23\varphi_1\varphi_1^\dagger\), whose first diagonal entry is \(\tfrac12-\tfrac23=-\tfrac16\), while that of \(V\) is 0.

Now let \(\psi=(1,0,0)^T\), so that \(\langle\psi,(V-W)\psi\rangle=\tfrac16\). With \(v=(1,-i,2)^T\), one finds \(\psi=\tfrac12\varphi_0+\tfrac13\varphi_1+\tfrac16v\), so \(d=v/6\). Since \(Vv=v\), \(Wv=0\) and \(v^\dagger v=6\), the remainder gives \(\langle d,(V-W)d\rangle=6/36=\tfrac16\), as required.

## The Lean file

```lean
import Mathlib

open Matrix

namespace TwoComponentKleinmanBylander

noncomputable section

variable {n ι : Type*} [Fintype n] [Fintype ι]

/-- The matrix element `⟨x, V y⟩` of an operator between two states. -/
def matrixElement (V : Matrix n n ℂ) (x y : n → ℂ) : ℂ := star x ⬝ᵥ (V *ᵥ y)

/-- The Kleinman-Bylander form `∑ₐ V φₐ φₐᴴ V / ⟨φₐ, V φₐ⟩` of a pseudopotential `V`
with reference states `φₐ`. -/
def kleinmanBylander (V : Matrix n n ℂ) (φ : ι → n → ℂ) : Matrix n n ℂ :=
  ∑ a, (matrixElement V (φ a) (φ a))⁻¹ • vecMulVec (V *ᵥ φ a) (star (φ a) ᵥ* V)

/-- Exchanging the two states conjugates the matrix element of a Hermitian operator. -/
theorem star_matrixElement {V : Matrix n n ℂ} (hV : V.IsHermitian) (x y : n → ℂ) :
    star (matrixElement V x y) = matrixElement V y x := by
  have h : star (star x ⬝ᵥ (V *ᵥ y)) = star (V *ᵥ y) ⬝ᵥ x := by
    simp only [dotProduct, star_sum, star_mul', Pi.star_apply, star_star]
    exact Finset.sum_congr rfl fun j _ => mul_comm _ _
  unfold matrixElement
  rw [h, Matrix.star_mulVec, hV.eq, ← Matrix.dotProduct_mulVec]

/-- The Kleinman-Bylander operator sends a state `x` to the combination of the vectors `V φₐ`
with coefficients `⟨φₐ, V x⟩ / ⟨φₐ, V φₐ⟩`. -/
theorem kleinmanBylander_mulVec (V : Matrix n n ℂ) (φ : ι → n → ℂ) (x : n → ℂ) :
    kleinmanBylander V φ *ᵥ x =
      ∑ a, (matrixElement V (φ a) x / matrixElement V (φ a) (φ a)) • (V *ᵥ φ a) := by
  -- action of a single separable projector
  have key : ∀ (c : ℂ) (u w : n → ℂ), (c • vecMulVec u w) *ᵥ x = (c * (w ⬝ᵥ x)) • u := by
    intro c u w
    ext i
    simp only [Matrix.mulVec, dotProduct, Matrix.smul_apply, vecMulVec_apply, Pi.smul_apply,
      smul_eq_mul, Finset.mul_sum, Finset.sum_mul]
    exact Finset.sum_congr rfl fun j _ => by ring
  change Matrix.mulVec.addMonoidHomLeft x (kleinmanBylander V φ) = _
  rw [kleinmanBylander, map_sum]
  refine Finset.sum_congr rfl fun a _ => ?_
  refine (key _ _ _).trans ?_
  rw [← Matrix.dotProduct_mulVec, div_eq_inv_mul]
  rfl

/-- The Kleinman-Bylander form of a Hermitian pseudopotential is Hermitian. -/
theorem kleinmanBylander_isHermitian {V : Matrix n n ℂ} (hV : V.IsHermitian)
    (φ : ι → n → ℂ) : (kleinmanBylander V φ).IsHermitian := by
  unfold Matrix.IsHermitian kleinmanBylander
  rw [Matrix.conjTranspose_sum]
  refine Finset.sum_congr rfl fun a _ => ?_
  have h1 : star (φ a) ᵥ* V = star (V *ᵥ φ a) := by rw [Matrix.star_mulVec, hV.eq]
  rw [h1]
  ext i j
  simp only [Matrix.conjTranspose_apply, Matrix.smul_apply, vecMulVec_apply, smul_eq_mul,
    star_mul', star_inv₀, Pi.star_apply, star_star, star_matrixElement hV]
  ring

/-- For `V`-orthogonal references with nonzero `⟨φₐ, V φₐ⟩`, the difference between `V` and its
Kleinman-Bylander form annihilates every superposition of the references. -/
theorem residual_eq_zero_on_span {V : Matrix n n ℂ} {φ : ι → n → ℂ}
    (horth : ∀ a b, a ≠ b → matrixElement V (φ a) (φ b) = 0)
    (hne : ∀ a, matrixElement V (φ a) (φ a) ≠ 0)
    {x : n → ℂ} (hx : x ∈ Submodule.span ℂ (Set.range φ)) :
    (V - kleinmanBylander V φ) *ᵥ x = 0 := by
  have hle : Submodule.span ℂ (Set.range φ) ≤
      LinearMap.ker (V - kleinmanBylander V φ).mulVecLin := by
    refine Submodule.span_le.2 ?_
    rintro _ ⟨b, rfl⟩
    rw [SetLike.mem_coe, LinearMap.mem_ker, Matrix.mulVecLin_apply, Matrix.sub_mulVec,
      kleinmanBylander_mulVec, sub_eq_zero]
    -- only the channel `b` survives
    rw [Finset.sum_eq_single b]
    · rw [div_self (hne b), one_smul]
    · intro a _ hab
      rw [horth a b hab, zero_div, zero_smul]
    · intro hb
      exact absurd (Finset.mem_univ b) hb
  exact LinearMap.mem_ker.1 (hle hx)

/-- For a Hermitian `V` and `V`-orthogonal references with nonzero `⟨φₐ, V φₐ⟩`, the
Kleinman-Bylander form `W` is Hermitian, acts as `V` on each reference, and the matrix elements of
`V - W` are unchanged when superpositions of references are removed from both states. -/
theorem kleinmanBylander_main {V : Matrix n n ℂ} (hV : V.IsHermitian) {φ : ι → n → ℂ}
    (horth : ∀ a b, a ≠ b → matrixElement V (φ a) (φ b) = 0)
    (hne : ∀ a, matrixElement V (φ a) (φ a) ≠ 0) :
    (kleinmanBylander V φ).IsHermitian ∧
    (∀ a, kleinmanBylander V φ *ᵥ φ a = V *ᵥ φ a) ∧
    ∀ χ ψ e d : n → ℂ, χ - e ∈ Submodule.span ℂ (Set.range φ) →
      ψ - d ∈ Submodule.span ℂ (Set.range φ) →
      matrixElement (V - kleinmanBylander V φ) χ ψ =
        matrixElement (V - kleinmanBylander V φ) e d := by
  have hW := kleinmanBylander_isHermitian hV φ
  have hD : (V - kleinmanBylander V φ).IsHermitian := hV.sub hW
  refine ⟨hW, fun a => ?_, fun χ ψ e d hχ hψ => ?_⟩
  · have h := residual_eq_zero_on_span horth hne (Submodule.subset_span ⟨a, rfl⟩)
    rw [Matrix.sub_mulVec, sub_eq_zero] at h
    exact h.symm
  · -- the right state may be replaced, since the residual kills the references
    have right : ∀ z x y : n → ℂ, x - y ∈ Submodule.span ℂ (Set.range φ) →
        matrixElement (V - kleinmanBylander V φ) z x =
          matrixElement (V - kleinmanBylander V φ) z y := by
      intro z x y hxy
      have h := residual_eq_zero_on_span horth hne hxy
      rw [Matrix.mulVec_sub, sub_eq_zero] at h
      unfold matrixElement
      rw [h]
    -- Hermiticity carries the replacement over to the left state
    rw [right χ ψ d hψ, ← star_matrixElement hD d χ, right d χ e hχ, star_matrixElement hD]

/-- When the vectors `V φₐ` are linearly independent and each `⟨φₐ, V φₐ⟩` is nonzero, the
Kleinman-Bylander form acts as `V` on all references exactly if these are `V`-orthogonal. -/
theorem reproduces_iff_orthogonal {V : Matrix n n ℂ} {φ : ι → n → ℂ}
    (hli : LinearIndependent ℂ (fun a => V *ᵥ φ a))
    (hne : ∀ a, matrixElement V (φ a) (φ a) ≠ 0) :
    (∀ b, kleinmanBylander V φ *ᵥ φ b = V *ᵥ φ b) ↔
      ∀ a b, a ≠ b → matrixElement V (φ a) (φ b) = 0 := by
  classical
  constructor
  · intro h a b hab
    -- compare the coefficients of the independent vectors `V φ c`
    have hsum : ∑ c, (matrixElement V (φ c) (φ b) / matrixElement V (φ c) (φ c)
        - if c = b then 1 else 0) • (V *ᵥ φ c) = 0 := by
      simp only [sub_smul, Finset.sum_sub_distrib, ite_smul, one_smul, zero_smul,
        Finset.sum_ite_eq', Finset.mem_univ, if_true]
      rw [← kleinmanBylander_mulVec, h b, sub_self]
    have ha := Fintype.linearIndependent_iff.1 hli _ hsum a
    rw [if_neg hab, sub_zero] at ha
    exact (div_eq_zero_iff.1 ha).resolve_right (hne a)
  · intro horth b
    have h := residual_eq_zero_on_span horth hne (Submodule.subset_span ⟨b, rfl⟩)
    rw [Matrix.sub_mulVec, sub_eq_zero] at h
    exact h.symm

/-- If `V`-orthogonal references with nonzero `⟨φₐ, V φₐ⟩` span the whole state space, the
Kleinman-Bylander form equals `V`. -/
theorem kleinmanBylander_eq_of_complete {V : Matrix n n ℂ} {φ : ι → n → ℂ}
    (horth : ∀ a b, a ≠ b → matrixElement V (φ a) (φ b) = 0)
    (hne : ∀ a, matrixElement V (φ a) (φ a) ≠ 0)
    (hspan : Submodule.span ℂ (Set.range φ) = ⊤) : kleinmanBylander V φ = V := by
  classical
  ext i j
  have h := residual_eq_zero_on_span horth hne
    (x := Pi.single j 1) (by rw [hspan]; exact Submodule.mem_top)
  rw [Matrix.mulVec_single_one] at h
  have hij : V i j - kleinmanBylander V φ i j = 0 := congrFun h i
  exact (sub_eq_zero.1 hij).symm

/-- The spin-orbit matrix `L·σ` in the basis `p_x` up, `p_y` up, `p_z` down. -/
def pSpinOrbit : Matrix (Fin 3) (Fin 3) ℂ :=
  !![0, -Complex.I, 1; Complex.I, 0, -Complex.I; 1, Complex.I, 0]

/-- Two reference spinors in the basis `p_x` up, `p_y` up, `p_z` down. -/
def pSpinors : Fin 2 → Fin 3 → ℂ := ![![1, Complex.I, 0], ![1, -Complex.I, -1]]

/-- The spin-orbit matrix is Hermitian, the two reference spinors are orthogonal with respect to it
and have nonzero diagonal elements, and its Kleinman-Bylander form differs from it. -/
theorem kleinmanBylander_witness :
    pSpinOrbit.IsHermitian ∧
    (∀ a b, a ≠ b → matrixElement pSpinOrbit (pSpinors a) (pSpinors b) = 0) ∧
    (∀ a, matrixElement pSpinOrbit (pSpinors a) (pSpinors a) ≠ 0) ∧
    kleinmanBylander pSpinOrbit pSpinors ≠ pSpinOrbit := by
  have e00 : matrixElement pSpinOrbit (pSpinors 0) (pSpinors 0) = 2 := by
    norm_num [matrixElement, pSpinOrbit, pSpinors, Matrix.mulVec, dotProduct,
      Fin.sum_univ_succ, Complex.ext_iff]
  have e11 : matrixElement pSpinOrbit (pSpinors 1) (pSpinors 1) = -6 := by
    norm_num [matrixElement, pSpinOrbit, pSpinors, Matrix.mulVec, dotProduct,
      Fin.sum_univ_succ, Complex.ext_iff]
  have e01 : matrixElement pSpinOrbit (pSpinors 0) (pSpinors 1) = 0 := by
    norm_num [matrixElement, pSpinOrbit, pSpinors, Matrix.mulVec, dotProduct,
      Fin.sum_univ_succ, Complex.ext_iff]
  have hH : pSpinOrbit.IsHermitian := by
    ext i j
    fin_cases i <;> fin_cases j <;> simp [pSpinOrbit]
  have e10 : matrixElement pSpinOrbit (pSpinors 1) (pSpinors 0) = 0 := by
    rw [← star_matrixElement hH, e01, star_zero]
  refine ⟨hH, ?_, ?_, ?_⟩
  · intro a b hab
    fin_cases a <;> fin_cases b
    · exact absurd rfl hab
    · exact e01
    · exact e10
    · exact absurd rfl hab
  · intro a
    fin_cases a
    · exact fun h => by norm_num [e00] at h
    · exact fun h => by norm_num [e11] at h
  · -- the `p_x` up diagonal entries are `-1/6` and `0`
    intro h
    have h2 := congrFun (congrFun h 0) 0
    simp only [kleinmanBylander, Matrix.sum_apply, Fin.sum_univ_two, Matrix.smul_apply,
      vecMulVec_apply, e00, e11] at h2
    norm_num [pSpinOrbit, pSpinors, Matrix.mulVec, Matrix.vecMul, dotProduct,
      Fin.sum_univ_succ, Complex.ext_iff] at h2

end

end TwoComponentKleinmanBylander
```

```lean
#print axioms TwoComponentKleinmanBylander.kleinmanBylander_main
#print axioms TwoComponentKleinmanBylander.reproduces_iff_orthogonal
#print axioms TwoComponentKleinmanBylander.kleinmanBylander_eq_of_complete
```

```
'TwoComponentKleinmanBylander.kleinmanBylander_main' depends on axioms: [propext, Classical.choice, Quot.sound]
'TwoComponentKleinmanBylander.reproduces_iff_orthogonal' depends on axioms: [propext, Classical.choice, Quot.sound]
'TwoComponentKleinmanBylander.kleinmanBylander_eq_of_complete' depends on axioms: [propext, Classical.choice, Quot.sound]
```

## How the theorems map to the physics

The finite type `n` indexes all spinor components, spatial and spin together, and `ι` indexes the channels. `matrixElement V x y` is \(\langle x,Vy\rangle\), conjugate-linear in `x`. The hypotheses `horth` and `hne` are the two conditions on the references, and membership in `Submodule.span ℂ (Set.range φ)` says that a vector is a superposition of them.

`kleinmanBylander_mulVec` computes \(Wx\) from the action of a single outer product. In `residual_eq_zero_on_span`, `Finset.sum_eq_single` selects the surviving channel, and the span is then placed inside the kernel of \(V-W\). `kleinmanBylander_main` replaces the right state through its local step `right`, and uses `star_matrixElement` to carry the replacement to the left.

`reproduces_iff_orthogonal` compares coefficients as in the converse above. `kleinmanBylander_eq_of_complete` applies the residual to basis vectors. `kleinmanBylander_witness` confirms the hypotheses for the spin-orbit example and separates \(W\) from \(V\) by their first diagonal entries.

## Limits of the finite-matrix model

The channel labels carry no angular-momentum structure: \(V\)-orthogonality is assumed, not derived from rotational symmetry. The theorems put no bound on the error outside the reference span, and they do not exclude ghost states, which are unphysical bound states introduced by the separable form. Basis-set convergence and the generation of the pseudopotential are not treated.

A different model would allow references that are not \(V\)-orthogonal, such as several in the same channel, where rotational symmetry does not provide orthogonality. With \(B_{ab}=\langle\varphi_a,V\varphi_b\rangle\) invertible, set

\[
W=\sum_{a,b}V\varphi_a\,(B^{-1})_{ab}\,\varphi_b^\dagger V .
\]

Invertibility of \(B\) then replaces both conditions on the references, and \(B^{-1}B=1\) gives \(W\varphi_c=V\varphi_c\). The code would store a small coefficient matrix in place of one number per projector.
